# Transmission of a Dirac particle through a square barrier that carries propagating waves

## The barrier as four equations for amplitudes

The barrier, in one dimension, is represented here by a linear system for four complex amplitudes, not by a Dirac operator with a discontinuous potential. Energy, mass and potential enter only through two real numbers, the ratios of lower to upper spinor component outside and inside, and through the phase that a wave gathers in crossing the barrier. Two lemmas connect this system to the Dirac equation: one checks the plane waves, the other shows that continuity of the spinor at the edges is the same as the linear system.

Set ħ = c = 1. In a constant potential V, a particle of mass m and energy E has upper component u and lower component v with

u′ = i(E − V + m) v

v′ = i(E − V − m) u.

A wave u = e^(ikz), v = c e^(ikz), where c now denotes the component ratio, solves both if c(E − V + m) = k and ck = E − V − m. For E − V + m ≠ 0 this means c = k/(E − V + m) and k² = (E − V)² − m². Reversing k reverses c.

Let the barrier occupy 0 ≤ z ≤ L, with potential zero outside and V inside. Call the wave number and ratio k, a outside and q, b inside, so that a = k/(E + m) and b = q/(E − V + m). For a particle coming from the left with E > m and k > 0, a is positive. In the Klein zone, V > E + m, the wave number q is again real, and b is negative for q > 0.

## Matching at the two edges

The incident wave has amplitude 1, the reflected wave r, the two waves inside A and B, and the transmitted wave t, with its phase counted from z = L. With x = qL, continuity of both components gives

(1) 1 + r = A + B

(2) a(1 − r) = b(A − B)

(3) A e^(ix) + B e^(−ix) = t

(4) b(A e^(ix) − B e^(−ix)) = a t.

Counting the transmitted phase from z = 0 would multiply t by a phase factor and leave |t|² unchanged.

## Solving for the transmission

Let a and b be nonzero. Adding b times (3) to (4), and subtracting (4) from b times (3), gives

A = (a + b)/(2b) · e^(−ix) t

B = (b − a)/(2b) · e^(ix) t.

Adding a times (1) to (2) eliminates r:

2a = (a + b)A + (a − b)B.

Inserting A and B and multiplying by 2b,

4ab = t [(a + b)² e^(−ix) − (a − b)² e^(ix)].

The bracket equals 4ab cos x − 2i(a² + b²) sin x, which is 4ab D with

D = cos x − (i/2)(a/b + b/a) sin x.

Hence tD = 1. Since (a/b)(b/a) = 1, the square of (a/b + b/a)/2 exceeds the square of g = (a/b − b/a)/2 by one, and therefore

|D|² = cos² x + (1 + g²) sin² x = 1 + g² sin² x.

This is at least 1, so D is nonzero and t = 1/D. Then A and B follow, and r = A + B − 1. The steps can be reversed, so these values do solve the system, and they are the only solution. The transmission probability is

|t|² = 1/(1 + g² sin² x).

Because sin² x ≤ 1, it is at least

1/(1 + g²) = 4a²b²/(a² + b²)²,

where the equality uses g = (a² − b²)/(2ab). It equals 1 exactly when g sin x = 0, and it equals the lower bound exactly when g cos x = 0. The condition g = 0 means a² = b², which for these ratios happens when the particle is massless or the barrier has zero height.

Conservation of flux follows from the matching equations directly. Multiply (2) by the complex conjugate of (1) and take real parts:

a(1 − |r|²) = b(|A|² − |B|²).

The same operation on (3) and (4) gives b(|A|² − |B|²) = a|t|². Dividing by a yields |r|² + |t|² = 1.

## What the theorems say

`planeWave a k z` is the pair of spinor components at position z. `EdgeContinuity` states that the spinors agree at 0 and L, and `Matching` is the system (1)–(4). The lemma `edgeContinuity_iff` proves the two equivalent for `x = q * L`.

The theorem `barrier_transmission` takes any real nonzero `a` and `b` and any real `x`. It says that exactly one quadruple, in the order r, A, B, t, satisfies `Matching`, and that every solution has the stated |t|² and obeys the lower bound. Under the same conditions on `a` and `b`, `transmission_extrema` gives both equality cases as equivalences; perfect transmission occurs when x is an integer multiple of π or a² = b². `flux_conservation` needs only `a ≠ 0`.

The ratios are free parameters in these theorems; substituting their expressions in E, V and m is left to the reader. Real b restricts the result to propagating waves inside the barrier. The evanescent zone |E − V| < m, where q and b are imaginary, is not covered, nor are the band edges where b vanishes or is undefined. The Klein paradox in its original form concerns a single potential step, which is not treated here.

For a single non-interacting particle in one dimension, the lower bound shows that transmission in the Klein zone does not die out as a square barrier is made wider. The closed form can also serve as a test case for a numerical Dirac scattering code in the same setting.

## The Lean file

```lean
import Mathlib

open Complex

namespace DiracBarrier

noncomputable section

/-- Two-component plane wave of wave number `k` whose lower component is `c` times the upper. -/
def planeWave (c k z : ℝ) : ℂ × ℂ :=
  (exp (k * z * I), c * exp (k * z * I))

/-- Continuity of the spinor at the edges `0` and `L` of a barrier: incident and reflected waves
on the left, two waves inside, and a transmitted wave with phase counted from the right edge. -/
def EdgeContinuity (a b k q L : ℝ) (r A B t : ℂ) : Prop :=
  planeWave a k 0 + r • planeWave (-a) (-k) 0 = A • planeWave b q 0 + B • planeWave (-b) (-q) 0 ∧
  A • planeWave b q L + B • planeWave (-b) (-q) L = t • planeWave a k 0

/-- The four matching equations for component ratios `a` (outside) and `b` (inside) and
barrier phase `x`. -/
def Matching (a b x : ℝ) (r A B t : ℂ) : Prop :=
  1 + r = A + B ∧ (a : ℂ) * (1 - r) = b * (A - B) ∧
  A * exp (x * I) + B * exp (-(x * I)) = t ∧
  (b : ℂ) * (A * exp (x * I) - B * exp (-(x * I))) = a * t

/-- The denominator `cos x - i (a/b + b/a)/2 sin x` of the transmission amplitude,
for nonzero `a` and `b`. -/
def den (a b x : ℝ) : ℂ :=
  (Real.cos x : ℂ) + ((-((a / b + b / a) / 2 * Real.sin x) : ℝ) : ℂ) * I

/-- In a constant potential `V`, a plane wave with `k² = (E - V)² - m²` and component ratio
`k / (E - V + m)` solves the two coupled first-order Dirac equations at energy `E`. -/
theorem planeWave_dirac {E V m k : ℝ} (hk : k ^ 2 = (E - V) ^ 2 - m ^ 2)
    (h0 : E - V + m ≠ 0) (z : ℝ) :
    HasDerivAt (fun y : ℝ => (planeWave (k / (E - V + m)) k y).1)
      (I * (E - V + m) * (planeWave (k / (E - V + m)) k z).2) z ∧
    HasDerivAt (fun y : ℝ => (planeWave (k / (E - V + m)) k y).2)
      (I * (E - V - m) * (planeWave (k / (E - V + m)) k z).1) z := by
  obtain ⟨c, hc⟩ : ∃ c, c = k / (E - V + m) := ⟨_, rfl⟩
  rw [← hc]
  have h1 : c * (E - V + m) = k := by rw [hc]; exact div_mul_cancel₀ k h0
  have h2 : c * k = E - V - m := by
    apply mul_right_cancel₀ h0
    linear_combination k * h1 + hk
  have h1' : (c : ℂ) * (E - V + m) = k := by exact_mod_cast h1
  have h2' : (c : ℂ) * k = E - V - m := by exact_mod_cast h2
  have hz : HasDerivAt (fun y : ℝ => (y : ℂ)) 1 z := by
    simpa using (hasDerivAt_id z).ofReal_comp
  have h := ((hz.const_mul (k : ℂ)).mul_const I).cexp
  simp only [planeWave]
  constructor
  · refine h.congr_deriv ?_
    linear_combination (-(I * exp (k * z * I))) * h1'
  · refine (h.const_mul (c : ℂ)).congr_deriv ?_
    linear_combination (I * exp (k * z * I)) * h2'

/-- Continuity of the spinor at both edges is equivalent to the matching equations with
phase `x = qL`. -/
theorem edgeContinuity_iff (a b k q L : ℝ) (r A B t : ℂ) :
    EdgeContinuity a b k q L r A B t ↔ Matching a b (q * L) r A B t := by
  simp only [EdgeContinuity, planeWave, Matching, Prod.ext_iff, Prod.fst_add, Prod.snd_add,
    Prod.smul_fst, Prod.smul_snd, smul_eq_mul]
  push_cast
  simp only [mul_zero, zero_mul, neg_mul, Complex.exp_zero, mul_one]
  constructor
  · rintro ⟨⟨h1, h2⟩, h3, h4⟩
    exact ⟨by linear_combination h1, by linear_combination h2, by linear_combination h3,
      by linear_combination h4⟩
  · rintro ⟨h1, h2, h3, h4⟩
    exact ⟨⟨by linear_combination h1, by linear_combination h2⟩, by linear_combination h3,
      by linear_combination h4⟩

/-- The squared modulus of the denominator is `1 + ((a/b - b/a)/2)² sin² x`. -/
theorem normSq_den {a b : ℝ} (ha : a ≠ 0) (hb : b ≠ 0) (x : ℝ) :
    normSq (den a b x) = 1 + ((a / b - b / a) / 2) ^ 2 * Real.sin x ^ 2 := by
  have hab : a / b * (b / a) = 1 := by field_simp
  rw [den, Complex.normSq_add_mul_I]
  generalize a / b = u at *
  generalize b / a = v at *
  linear_combination Real.sin x ^ 2 * hab + Real.sin_sq_add_cos_sq x

/-- The matching equations hold exactly for the listed amplitudes, with `t` the inverse of
the denominator. -/
theorem matching_iff {a b x : ℝ} (ha : a ≠ 0) (hb : b ≠ 0) {r A B t : ℂ} :
    Matching a b x r A B t ↔ t = 1 / den a b x ∧
      A = (a + b) / (2 * b) * exp (-(x * I)) * t ∧
      B = (b - a) / (2 * b) * exp (x * I) * t ∧ r = A + B - 1 := by
  have ha' : (a : ℂ) ≠ 0 := by exact_mod_cast ha
  have hb' : (b : ℂ) ≠ 0 := by exact_mod_cast hb
  have h2b : 2 * (b : ℂ) ≠ 0 := mul_ne_zero two_ne_zero hb'
  have h4 : 4 * (a : ℂ) * b ≠ 0 := mul_ne_zero (mul_ne_zero (by norm_num) ha') hb'
  have hD0 : den a b x ≠ 0 := by
    rw [← Complex.normSq_pos, normSq_den ha hb]
    positivity
  have hef : exp (x * I) * exp (-(x * I)) = 1 := by
    rw [← Complex.exp_add, add_neg_cancel, Complex.exp_zero]
  -- the denominator in terms of the two phase factors
  have hD : 4 * (a : ℂ) * b * den a b x
      = (a + b) ^ 2 * exp (-(x * I)) - (a - b) ^ 2 * exp (x * I) := by
    rw [← neg_mul, Complex.exp_mul_I, Complex.exp_mul_I, Complex.cos_neg, Complex.sin_neg, den]
    push_cast
    field_simp
    ring
  unfold Matching
  generalize exp (x * I) = e at *
  generalize exp (-(x * I)) = f at *
  constructor
  · rintro ⟨h1, h2, h3, h5⟩
    have hA : 2 * b * A = (a + b) * f * t := by
      linear_combination f * (b * h3 + h5) - 2 * b * A * hef
    have hB : 2 * b * B = (b - a) * e * t := by
      linear_combination e * (b * h3 - h5) - 2 * b * B * hef
    have ht : t * den a b x = 1 := by
      apply mul_left_cancel₀ h4
      linear_combination t * hD - (a + b) * hA - (a - b) * hB - 2 * b * (a * h1 + h2)
    refine ⟨eq_div_of_mul_eq hD0 ht, ?_, ?_, by linear_combination h1⟩
    · rw [← mul_div_cancel_left₀ A h2b, hA]; ring
    · rw [← mul_div_cancel_left₀ B h2b, hB]; ring
  · rintro ⟨ht, hA, hB, hr⟩
    have ht' : t * den a b x = 1 := by rw [ht]; exact div_mul_cancel₀ 1 hD0
    have hA' : 2 * b * A = (a + b) * f * t := by rw [hA]; field_simp
    have hB' : 2 * b * B = (b - a) * e * t := by rw [hB]; field_simp
    refine ⟨by linear_combination hr, ?_, ?_, ?_⟩
    · apply mul_left_cancel₀ h2b
      linear_combination t * hD - 4 * a * b * ht' - (a + b) * hA' - (a - b) * hB'
        - 2 * b * a * hr
    · apply mul_left_cancel₀ h2b
      linear_combination e * hA' + f * hB' + 2 * b * t * hef
    · linear_combination (1 / 2) * (e * hA' - f * hB' + 2 * a * t * hef)

/-- The value `4a²b²/(a²+b²)²` is the transmission formula with `sin² x` replaced by one. -/
theorem floor_eq {a b : ℝ} (ha : a ≠ 0) (hb : b ≠ 0) :
    4 * a ^ 2 * b ^ 2 / (a ^ 2 + b ^ 2) ^ 2 = 1 / (1 + ((a / b - b / a) / 2) ^ 2) := by
  have h : 1 + ((a / b - b / a) / 2) ^ 2 = (a ^ 2 + b ^ 2) ^ 2 / (4 * a ^ 2 * b ^ 2) := by
    field_simp
    ring
  rw [h, one_div_div]

/-- **Transmission through a Dirac barrier.** The matching equations have a unique solution,
and its transmission probability has the stated closed form and lower bound. -/
theorem barrier_transmission {a b : ℝ} (ha : a ≠ 0) (hb : b ≠ 0) (x : ℝ) :
    (∃! s : ℂ × ℂ × ℂ × ℂ, Matching a b x s.1 s.2.1 s.2.2.1 s.2.2.2) ∧
    ∀ r A B t : ℂ, Matching a b x r A B t →
      ‖t‖ ^ 2 = 1 / (1 + ((a / b - b / a) / 2) ^ 2 * Real.sin x ^ 2) ∧
      4 * a ^ 2 * b ^ 2 / (a ^ 2 + b ^ 2) ^ 2 ≤ ‖t‖ ^ 2 := by
  constructor
  · obtain ⟨r, A, B, t, h⟩ : ∃ r A B t : ℂ, Matching a b x r A B t :=
      ⟨_, _, _, _, (matching_iff ha hb).2 ⟨rfl, rfl, rfl, rfl⟩⟩
    refine ⟨(r, A, B, t), h, ?_⟩
    rintro ⟨r', A', B', t'⟩ h'
    have h'' : Matching a b x r' A' B' t' := h'
    -- both solutions are given by the same explicit amplitudes
    obtain ⟨ht, hA, hB, hr⟩ := (matching_iff ha hb).1 h
    obtain ⟨ht', hA', hB', hr'⟩ := (matching_iff ha hb).1 h''
    have et : t' = t := ht'.trans ht.symm
    have eA : A' = A := by rw [hA', hA, et]
    have eB : B' = B := by rw [hB', hB, et]
    have er : r' = r := by rw [hr', hr, eA, eB]
    rw [er, eA, eB, et]
  · intro r A B t h
    have hT : ‖t‖ ^ 2 = 1 / (1 + ((a / b - b / a) / 2) ^ 2 * Real.sin x ^ 2) := by
      rw [((matching_iff ha hb).1 h).1, norm_div, norm_one, div_pow, one_pow, Complex.sq_norm,
        normSq_den ha hb]
    refine ⟨hT, ?_⟩
    rw [hT, floor_eq ha hb]
    apply one_div_le_one_div_of_le (by positivity)
    nlinarith [mul_le_mul_of_nonneg_left (Real.sin_sq_le_one x)
      (sq_nonneg ((a / b - b / a) / 2))]

/-- Transmission is perfect exactly when the phase is an integer multiple of `π` or `a² = b²`,
and it equals the lower bound exactly when `cos x = 0` or `a² = b²`. -/
theorem transmission_extrema {a b x : ℝ} (ha : a ≠ 0) (hb : b ≠ 0) {r A B t : ℂ}
    (h : Matching a b x r A B t) :
    (‖t‖ ^ 2 = 1 ↔ (∃ n : ℤ, (n : ℝ) * Real.pi = x) ∨ a ^ 2 = b ^ 2) ∧
    (‖t‖ ^ 2 = 4 * a ^ 2 * b ^ 2 / (a ^ 2 + b ^ 2) ^ 2 ↔ Real.cos x = 0 ∨ a ^ 2 = b ^ 2) := by
  have hg : a ^ 2 = b ^ 2 ↔ (a / b - b / a) / 2 = 0 := by
    have key : 2 * a * b * ((a / b - b / a) / 2) = a ^ 2 - b ^ 2 := by field_simp
    have hab : 2 * a * b ≠ 0 := mul_ne_zero (mul_ne_zero two_ne_zero ha) hb
    rw [← sub_eq_zero, ← key, mul_eq_zero, or_iff_right hab]
  rw [floor_eq ha hb, ((barrier_transmission ha hb x).2 r A B t h).1, hg,
    ← Real.sin_eq_zero_iff]
  generalize (a / b - b / a) / 2 = g
  have hp : 1 + g ^ 2 * Real.sin x ^ 2 ≠ 0 := by positivity
  have hq : 1 + g ^ 2 ≠ 0 := by positivity
  have hs := Real.sin_sq_add_cos_sq x
  constructor
  · rw [div_eq_iff hp]
    constructor
    · intro h1
      have h0 : (Real.sin x * g) ^ 2 = 0 := by linear_combination -h1
      exact mul_eq_zero.mp (pow_eq_zero_iff two_ne_zero |>.mp h0)
    · rintro (h1 | h1) <;> rw [h1] <;> ring
  · rw [div_eq_div_iff hp hq]
    constructor
    · intro h1
      have h0 : (Real.cos x * g) ^ 2 = 0 := by linear_combination h1 + g ^ 2 * hs
      exact mul_eq_zero.mp (pow_eq_zero_iff two_ne_zero |>.mp h0)
    · intro h1
      have h0 : Real.cos x * g = 0 := mul_eq_zero.mpr h1
      linear_combination Real.cos x * g * h0 - g ^ 2 * hs

/-- The Dirac current is the same on both sides of an edge where the two spinor components
match. -/
theorem current_match {a b : ℝ} {p s A B : ℂ} (h1 : p + s = A + B)
    (h2 : (a : ℂ) * (p - s) = b * (A - B)) :
    a * (‖p‖ ^ 2 - ‖s‖ ^ 2) = b * (‖A‖ ^ 2 - ‖B‖ ^ 2) := by
  have u1 := congrArg Complex.re h1
  have v1 := congrArg Complex.im h1
  have u2 := congrArg Complex.re h2
  have v2 := congrArg Complex.im h2
  simp only [Complex.add_re, Complex.add_im, Complex.sub_re, Complex.sub_im,
    Complex.re_ofReal_mul, Complex.im_ofReal_mul] at u1 v1 u2 v2
  simp only [Complex.sq_norm, Complex.normSq_apply]
  linear_combination (p.re + s.re) * u2 + b * (A.re - B.re) * u1
    + (p.im + s.im) * v2 + b * (A.im - B.im) * v1

/-- Reflection and transmission probabilities add up to one. -/
theorem flux_conservation {a b x : ℝ} (ha : a ≠ 0) {r A B t : ℂ}
    (h : Matching a b x r A B t) : ‖r‖ ^ 2 + ‖t‖ ^ 2 = 1 := by
  obtain ⟨h1, h2, h3, h4⟩ := h
  have hl := current_match h1 h2
  have hr := current_match (a := a) (b := b) (p := t) (s := 0)
    (A := A * exp (x * I)) (B := B * exp (-(x * I)))
    (by linear_combination -h3) (by linear_combination -h4)
  have hf : ‖exp (-(x * I))‖ = 1 := by
    have h5 : -((x : ℂ) * I) = ((-x : ℝ) : ℂ) * I := by push_cast; ring
    rw [h5, Complex.norm_exp_ofReal_mul_I]
  rw [norm_mul, norm_mul, hf, Complex.norm_exp_ofReal_mul_I, norm_zero] at hr
  rw [norm_one] at hl
  -- the current inside the barrier is the same at both edges
  apply mul_left_cancel₀ ha
  linear_combination hr - hl

end

end DiracBarrier
```

```lean
#print axioms DiracBarrier.edgeContinuity_iff
-- 'DiracBarrier.edgeContinuity_iff' depends on axioms: [propext, Classical.choice, Quot.sound]
#print axioms DiracBarrier.barrier_transmission
-- 'DiracBarrier.barrier_transmission' depends on axioms: [propext, Classical.choice, Quot.sound]
#print axioms DiracBarrier.transmission_extrema
-- 'DiracBarrier.transmission_extrema' depends on axioms: [propext, Classical.choice, Quot.sound]
#print axioms DiracBarrier.flux_conservation
-- 'DiracBarrier.flux_conservation' depends on axioms: [propext, Classical.choice, Quot.sound]
```

## How the proof follows the algebra

`planeWave_dirac` first derives the two relations c(E − V + m) = k and ck = E − V − m, then differentiates the exponential and uses one relation for each component. `edgeContinuity_iff` splits the spinor equations into components and evaluates the waves at the edges.

`normSq_den` computes |D|² for nonzero a and b. It replaces a/b and b/a by two symbols whose product is 1, after which the identity follows from sin² x + cos² x = 1.

The central lemma is `matching_iff`, which states the solution as an equivalence for nonzero a and b. It first obtains D ≠ 0 from `normSq_den` and rewrites 4ab D in terms of the two phase factors. These factors then become symbols `e` and `f` with product 1, so the rest is polynomial algebra. In the forward direction, `hA`, `hB` and `ht` are the formulas for A, B and tD = 1; each `linear_combination` lists the multiples of the equations that were added by hand. The reverse direction recovers the four matching equations from the explicit amplitudes.

In `barrier_transmission`, existence comes from the reverse direction and uniqueness from the forward one, since any two solutions have the same explicit amplitudes. The formula for |t|² follows from t = 1/D. For nonzero a and b, `floor_eq` rewrites the lower bound as 1/(1 + g²), and the inequality then reduces to g² sin² x ≤ g².

`transmission_extrema` clears the denominators and reduces the two equalities to (g sin x)² = 0 and (g cos x)² = 0. The auxiliary statement `hg` translates g = 0 into a² = b².

`current_match` proves the current identity at one edge by splitting the equations into real and imaginary parts. `flux_conservation` applies it twice, at the right edge with no incoming wave from outside. The phase factors have modulus 1, so the current inside is the same at both edges, and cancelling a completes the proof.
